# Two-way shooting from a uniform interior point: detailed balance and the length correction

Suppose transition paths of varying length are sampled by shooting from a uniformly chosen interior point, and every trial that connects $A$ to $B$ is accepted. The move then balances the wrong distribution: a path with $L$ interior points carries an extra factor $L$, which biases averages such as the mean transition time towards slow transitions. For a finite reversible Markov chain, accepting with probability $\min(1, L_{\text{old}}/L_{\text{new}})$ removes this factor. The result concerns the correctness of transition path sampling in simulations, for discrete states and discrete time, without momenta.

```lean
import Mathlib

open Finset

namespace TwoWayShooting

noncomputable section

open scoped Classical
```

## The chain and its stopped paths

Let $P(s,t)$ be the transition probabilities and $p(s)>0$ the equilibrium weights, with

$$p(s)P(s,t)=p(t)P(t,s).$$

This condition, the field `balance`, is microscopic reversibility: at equilibrium each link is traversed equally often in both directions. The weights need not be normalised, since a common factor cancels from every balance equation below.

```lean
/-- A finite Markov chain with transition probabilities `P` that is reversible with respect to
the positive equilibrium weight `p`. -/
structure ReversibleChain (S : Type*) [Fintype S] where
  P : S → S → ℝ
  p : S → ℝ
  P_nonneg : ∀ s t, 0 ≤ P s t
  P_sum : ∀ s, ∑ t, P s t = 1
  p_pos : ∀ s, 0 < p s
  balance : ∀ s t, p s * P s t = p t * P t s
```

A path $X$ has states $x_0,\dots,x_{L_X+1}$, with $x_0\in A$, $x_{L_X+1}\in B$ and $L_X\ge1$ interior points outside $A\cup B$. In Lean, `x` is a function on all natural numbers. The field `stopped` keeps it constant after arrival, so each physical path has exactly one representation. The sets $A$ and $B$ are disjoint in applications, but the theorems do not need this.

```lean
/-- A path that starts in `A`, has `L ≥ 1` interior points outside `A` and `B`, and is stopped
on entering `B`, where it stays. -/
structure ReactivePath {S : Type*} (A B : Set S) where
  L : ℕ
  x : ℕ → S
  L_pos : 0 < L
  start : x 0 ∈ A
  interior : ∀ i, 1 ≤ i → i ≤ L → x i ∉ A ∪ B
  finish : x (L + 1) ∈ B
  stopped : ∀ i, L + 1 ≤ i → x i = x (L + 1)
```

The path weight is the equilibrium weight of the first state times all transition probabilities:

$$W(X)=p(x_0)\prod_{i=0}^{L_X}P(x_i,x_{i+1}).$$

```lean
variable {S : Type*} [Fintype S] {A B : Set S}

/-- The path weight: equilibrium weight of the first state times all transition probabilities. -/
def weight (c : ReversibleChain S) (X : ReactivePath A B) : ℝ :=
  c.p (X.x 0) * ∏ i ∈ range (X.L + 1), c.P (X.x i) (X.x (i + 1))
```

## The probability of a trial

A shot runs the chain until it enters $D=A\cup B$. The probability that it follows $z_0,\dots,z_n$ and stops at step $n$ is the product of the links, provided that $z_n$ is the first state in $D$, and zero otherwise. `shotProb` writes both conditions into the formula.

A different model would put a probability measure on infinite trajectories and define the shot through a stopping time. The formula for `shotProb` would then be a theorem instead of a definition, while the balance argument would stay the same.

```lean
/-- Probability that the chain started at `z 0` and stopped on entering `D` follows
`z 0, z 1, …, z n` and stops at step `n`. -/
def shotProb (c : ReversibleChain S) (D : Set S) (z : ℕ → S) (n : ℕ) : ℝ :=
  (∏ i ∈ range n, if z i ∈ D then 0 else c.P (z i) (z (i + 1))) * if z n ∈ D then 1 else 0
```

To generate $Y$ from $X$, choose $k\in\{1,\dots,L_X\}$ with probability $1/L_X$ and run two independent shots from $x_k$, both with the same $P$. The first, read in reverse, becomes the past; the second becomes the future. The state $x_k$ may occur several times in $Y$, and each position $j$ is a separate way to build $Y$, with a backward shot of $j$ steps and a forward shot of $L_Y+1-j$ steps. Writing $b_j$ and $f_j$ for their probabilities, and $[y_j=x_k]$ for 1 when the two states coincide and 0 otherwise,

$$T(X\to Y)=\sum_{k=1}^{L_X}\frac1{L_X}\sum_{j=1}^{L_Y}[y_j=x_k]\,b_jf_j .$$

Any trial whose past does not end in $A$ or whose future does not end in $B$ is rejected, and the old path is kept.

```lean
/-- Probability that two-way shooting from a uniformly chosen interior point of `X` generates
`Y`, summed over the positions `j` in `Y` at which the shooting point can sit. -/
def trialProb (c : ReversibleChain S) (X Y : ReactivePath A B) : ℝ :=
  ∑ k ∈ Icc 1 X.L, (1 / (X.L : ℝ)) * ∑ j ∈ Icc 1 Y.L,
    if Y.x j = X.x k then
      shotProb c (A ∪ B) (fun i => Y.x (j - i)) j *
        shotProb c (A ∪ B) (fun i => Y.x (j + i)) (Y.L + 1 - j)
    else 0
```

The comparison of $T(X\to Y)$ with $T(Y\to X)$ will rest on the quantity

$$O(X,Y)=\sum_{k=1}^{L_X}\sum_{j=1}^{L_Y}\frac{[y_j=x_k]}{p(x_k)}.$$

```lean
/-- Sum of `1 / p` over all pairs of coinciding interior points of two paths. -/
def overlap (c : ReversibleChain S) (X Y : ReactivePath A B) : ℝ :=
  ∑ k ∈ Icc 1 X.L, ∑ j ∈ Icc 1 Y.L, if Y.x j = X.x k then 1 / c.p (X.x k) else 0
```

## Turning the backward shot around

If a shot meets $D$ only at its last step, every stopping condition is satisfied and the product of links remains.

```lean
/-- A shot that first enters `D` at its last step has the product of its transition
probabilities as its probability. -/
theorem shotProb_eq_prod (c : ReversibleChain S) (D : Set S) (z : ℕ → S) (n : ℕ)
    (hin : ∀ i < n, z i ∉ D) (hend : z n ∈ D) :
    shotProb c D z n = ∏ i ∈ range n, c.P (z i) (z (i + 1)) := by
  unfold shotProb
  rw [if_pos hend, mul_one]
  exact prod_congr rfl fun i hi => if_neg (hin i (mem_range.1 hi))
```

Reversibility now gives

$$p(y_j)\prod_{i=0}^{j-1}P(y_{j-i},y_{j-i-1})=p(y_0)\prod_{i=0}^{j-1}P(y_i,y_{i+1}).$$

For $j=0$ both sides are $p(y_0)$. To pass from $j$ to $j+1$, replace $p(y_{j+1})P(y_{j+1},y_j)$ by $p(y_j)P(y_j,y_{j+1})$ and apply the identity for the shorter segment. These are the two terms in the `linear_combination` step.

```lean
/-- Microscopic reversibility of a path segment: run backward from its end or forward from its
beginning, it has the same equilibrium weight. -/
theorem segment_reversal (c : ReversibleChain S) (y : ℕ → S) (j : ℕ) :
    c.p (y j) * ∏ i ∈ range j, c.P (y (j - i)) (y (j - (i + 1))) =
      c.p (y 0) * ∏ i ∈ range j, c.P (y i) (y (i + 1)) := by
  induction j with
  | zero => simp
  | succ j ih =>
    rw [prod_range_succ', prod_range_succ]
    simp only [Nat.add_sub_add_right, Nat.sub_zero, Nat.zero_add, Nat.add_sub_cancel]
    -- turn the last link around, then use the shorter segment
    have hb := c.balance (y (j + 1)) (y j)
    linear_combination (∏ i ∈ range j, c.P (y (j - i)) (y (j - (i + 1)))) * hb
      + c.P (y j) (y (j + 1)) * ih
```

The forward shot supplies the remaining links, from $y_j$ to $y_{L_Y+1}$. Therefore, for every interior position $j$,

$$p(y_j)\,b_jf_j=W(Y).$$

The proof checks that both shots stay outside $A\cup B$ until their ends, then joins the two products with `prod_range_add`.

```lean
/-- The equilibrium weight of an interior point times the probabilities of the backward and
forward shots that build the path from it is the path weight. -/
theorem shots_eq_weight (c : ReversibleChain S) (Y : ReactivePath A B) (j : ℕ)
    (h1 : 1 ≤ j) (h2 : j ≤ Y.L) :
    c.p (Y.x j) * (shotProb c (A ∪ B) (fun i => Y.x (j - i)) j *
      shotProb c (A ∪ B) (fun i => Y.x (j + i)) (Y.L + 1 - j)) = weight c Y := by
  obtain ⟨m, hm⟩ : ∃ m, Y.L + 1 = j + m := ⟨Y.L + 1 - j, by omega⟩
  have hm' : Y.L + 1 - j = m := by omega
  have hback := shotProb_eq_prod c (A ∪ B) (fun i => Y.x (j - i)) j
    (fun i hi => Y.interior (j - i) (by omega) (by omega))
    (by
      show Y.x (j - j) ∈ A ∪ B
      rw [Nat.sub_self]
      exact Or.inl Y.start)
  have hfwd := shotProb_eq_prod c (A ∪ B) (fun i => Y.x (j + i)) m
    (fun i hi => Y.interior (j + i) (by omega) (by omega))
    (by
      show Y.x (j + m) ∈ A ∪ B
      rw [← hm]
      exact Or.inr Y.finish)
  rw [hm', hback, hfwd, ← mul_assoc, segment_reversal c Y.x j]
  unfold weight
  rw [hm, prod_range_add, mul_assoc]
  rfl
```

Dividing by $p(y_j)$ and inserting the result into $T$ gives

$$L_X\,T(X\to Y)=W(Y)\,O(X,Y).$$

Lean proves this term by term: where $y_j=x_k$ it uses the previous identity, and elsewhere both sides vanish.

```lean
/-- The number of interior points of the old path times the trial probability is the weight of
the new path times the overlap of the two paths. -/
theorem length_mul_trialProb (c : ReversibleChain S) (X Y : ReactivePath A B) :
    (X.L : ℝ) * trialProb c X Y = weight c Y * overlap c X Y := by
  have hL : (X.L : ℝ) ≠ 0 := Nat.cast_ne_zero.2 X.L_pos.ne'
  unfold trialProb overlap
  rw [mul_sum, mul_sum]
  refine sum_congr rfl fun k _ => ?_
  rw [← mul_assoc, mul_one_div_cancel hL, one_mul, mul_sum]
  refine sum_congr rfl fun j hj => ?_
  split_ifs with h
  · have hs := shots_eq_weight c Y j (mem_Icc.1 hj).1 (mem_Icc.1 hj).2
    rw [← h, mul_one_div, eq_div_iff (c.p_pos (Y.x j)).ne']
    linear_combination hs
  · simp
```

The overlap is symmetric, because exchanging the sums exchanges the paths, and coinciding states have the same $p$.

```lean
/-- The overlap of two paths is symmetric. -/
theorem overlap_comm (c : ReversibleChain S) (X Y : ReactivePath A B) :
    overlap c X Y = overlap c Y X := by
  unfold overlap
  rw [sum_comm]
  refine sum_congr rfl fun j _ => sum_congr rfl fun k _ => ?_
  by_cases h : Y.x j = X.x k
  · rw [if_pos h, if_pos h.symm, h]
  · rw [if_neg h, if_neg (Ne.symm h)]
```

## Balance with and without the length correction

Multiplying the formula for $L_X T(X\to Y)$ by $W(X)$ gives

$$L_XW(X)\,T(X\to Y)=W(X)W(Y)\,O(X,Y)=L_YW(Y)\,T(Y\to X).$$

Accepting every $A$-to-$B$ trial thus satisfies detailed balance for $L\,W$.

```lean
/-- Accepting every A-to-B trial satisfies detailed balance for the path weight times the number
of interior points. -/
theorem accept_all_detailed_balance (c : ReversibleChain S) (X Y : ReactivePath A B) :
    (X.L * weight c X) * trialProb c X Y = (Y.L * weight c Y) * trialProb c Y X := by
  have h1 := length_mul_trialProb c X Y
  have h2 := length_mul_trialProb c Y X
  rw [overlap_comm c Y X] at h2
  linear_combination weight c X * h1 - weight c Y * h2
```

For the corrected rule, let $L_X\le L_Y$. The move to $Y$ is accepted with probability $L_X/L_Y$ and the return move always, so dividing the last equation by $L_Y$ gives

$$W(X)\,T(X\to Y)\,\frac{L_X}{L_Y}=W(Y)\,T(Y\to X).$$

The other case is the same with the roles exchanged; `le_total` separates the two. Detailed balance makes $W$ stationary under the move, but whether repeated moves reach all paths is a separate question.

```lean
/-- Accepting A-to-B trials with probability `min(1, L_old / L_new)` satisfies detailed balance
for the path weight itself. -/
theorem length_corrected_detailed_balance (c : ReversibleChain S) (X Y : ReactivePath A B) :
    weight c X * (trialProb c X Y * min 1 ((X.L : ℝ) / Y.L)) =
      weight c Y * (trialProb c Y X * min 1 ((Y.L : ℝ) / X.L)) := by
  have key := accept_all_detailed_balance c X Y
  have hX : (0 : ℝ) < X.L := Nat.cast_pos.2 X.L_pos
  have hY : (0 : ℝ) < Y.L := Nat.cast_pos.2 Y.L_pos
  rw [← mul_assoc, ← mul_assoc]
  -- the move to the longer path is damped, the move to the shorter one is always accepted
  rcases le_total (X.L : ℝ) Y.L with h | h
  · rw [min_eq_right ((div_le_one hY).2 h), min_eq_left ((one_le_div hX).2 h),
      mul_one, ← mul_div_assoc, div_eq_iff hY.ne']
    linear_combination key
  · rw [min_eq_left ((one_le_div hY).2 h), min_eq_right ((div_le_one hX).2 h),
      mul_one, ← mul_div_assoc, eq_div_iff hX.ne']
    linear_combination key
```

As long as the backward shot uses the same $P$ as the forward shot, reversibility cannot be weakened to stationarity of $p$. Take $A=\{a,a'\}$, $B=\{b\}$, one further state $s$, and $p=1$ everywhere. Let $a$ go to $s$ with certainty, $s$ to $a'$ or $b$, $a'$ to $a$ or $a'$, and $b$ to $a$ or $b$, each with probability $1/2$. This $p$ is stationary. For $X=(a,s,b)$ and $Y=(a',s,b)$, both with $L=1$, the flow $W(X)\,T(X\to Y)$ from $X$ to $Y$ is $\tfrac12\cdot\tfrac14=\tfrac18$, but $W(Y)=0$, so nothing flows back.

## When the correction matters

Suppose $W(X)\,T(X\to Y)\ne0$. If accepting everything also balanced $W$, comparison with the balance of $L\,W$ would force $L_X=L_Y$. Conversely, equal lengths cancel from that equation. If the flow is zero, both directions vanish and the lengths are unrestricted.

```lean
/-- If the flow from `X` to `Y` is non-zero, accepting every A-to-B trial balances the bare path
weight between them exactly when they have equally many interior points. -/
theorem accept_all_balances_weight_iff (c : ReversibleChain S) (X Y : ReactivePath A B)
    (hflow : weight c X * trialProb c X Y ≠ 0) :
    weight c X * trialProb c X Y = weight c Y * trialProb c Y X ↔ X.L = Y.L := by
  have key := accept_all_detailed_balance c X Y
  constructor
  · intro h
    have h0 : (X.L : ℝ) = Y.L := by
      apply mul_right_cancel₀ hflow
      linear_combination key - (Y.L : ℝ) * h
    exact_mod_cast h0
  · intro h
    have hY : (Y.L : ℝ) ≠ 0 := Nat.cast_ne_zero.2 Y.L_pos.ne'
    rw [h] at key
    apply mul_left_cancel₀ hY
    linear_combination key
```

For a concrete failure, take three states and let every transition have probability $1/3$.

```lean
/-- The three-state chain that jumps to each state with probability 1/3. -/
def uniformChain : ReversibleChain (Fin 3) where
  P := fun _ _ => 1 / 3
  p := fun _ => 1
  P_nonneg := fun _ _ => by norm_num
  P_sum := fun _ => by norm_num [Fin.sum_univ_succ]
  p_pos := fun _ => one_pos
  balance := fun _ _ => rfl
```

With $A=\{0\}$ and $B=\{2\}$, the path `dwell n` spends $n+1$ steps in state 1. It has $L=n+1$ and $W=3^{-(n+2)}$.

```lean
/-- The path from state 0 to state 2 that spends `n + 1` steps in state 1. -/
def dwell (n : ℕ) : ReactivePath ({0} : Set (Fin 3)) {2} where
  L := n + 1
  x := fun i => if i = 0 then 0 else if i ≤ n + 1 then 1 else 2
  L_pos := n.succ_pos
  start := by simp
  interior := fun i h1 h2 => by
    have h0 : i ≠ 0 := by omega
    simp [h0, h2]
  finish := by simp
  stopped := fun i hi => by
    have h0 : i ≠ 0 := by omega
    have h1 : ¬ i ≤ n + 1 := by omega
    simp [h0, h1]
```

All interior points of `dwell m` and `dwell n` coincide, so their overlap is $(m+1)(n+1)$ and

$$T(m\to n)=(n+1)\,3^{-(n+2)}.$$

The two flows are $(n+1)\,3^{-(m+n+4)}$ and $(m+1)\,3^{-(m+n+4)}$, which differ whenever $m\ne n$. The Lean proof needs only that the weights and the overlap are positive: the flow is then non-zero, and the preceding equivalence rules out balance at unequal lengths.

```lean
/-- In the uniform three-state chain, accepting every trial violates detailed balance for the
bare path weight between any two dwell paths of different length. -/
theorem accept_all_fails_witness (m n : ℕ) (hmn : m ≠ n) :
    weight uniformChain (dwell m) * trialProb uniformChain (dwell m) (dwell n) ≠
      weight uniformChain (dwell n) * trialProb uniformChain (dwell n) (dwell m) := by
  have hw : ∀ k, 0 < weight uniformChain (dwell k) := fun k =>
    mul_pos one_pos (prod_pos fun _ _ => by norm_num [uniformChain])
  have hx : ∀ k i, i ∈ Icc 1 (dwell k).L → (dwell k).x i = 1 := fun k i hi => by
    have h1 : i ≠ 0 := by have := (mem_Icc.1 hi).1; omega
    have h2 : i ≤ k + 1 := (mem_Icc.1 hi).2
    simp [dwell, h1, h2]
  -- all interior points coincide, so the overlap is positive
  have ho : 0 < overlap uniformChain (dwell m) (dwell n) := by
    refine sum_pos (fun k hk => sum_pos (fun j hj => ?_) ?_) ?_
    · rw [if_pos ((hx n j hj).trans (hx m k hk).symm)]
      exact one_div_pos.2 (uniformChain.p_pos _)
    · exact ⟨1, mem_Icc.2 ⟨le_rfl, (dwell n).L_pos⟩⟩
    · exact ⟨1, mem_Icc.2 ⟨le_rfl, (dwell m).L_pos⟩⟩
  have ht : trialProb uniformChain (dwell m) (dwell n) ≠ 0 := by
    intro h0
    have h := length_mul_trialProb uniformChain (dwell m) (dwell n)
    rw [h0, mul_zero] at h
    exact (mul_pos (hw n) ho).ne h
  intro h
  have hL := (accept_all_balances_weight_iff uniformChain (dwell m) (dwell n)
    (mul_ne_zero (hw m).ne' ht)).1 h
  exact hmn (Nat.succ.inj hL)

end

end TwoWayShooting
```

```lean
#print axioms TwoWayShooting.length_corrected_detailed_balance
```

```
'TwoWayShooting.length_corrected_detailed_balance' depends on axioms: [propext, Classical.choice, Quot.sound]
```
